# One ultrasoft projector changes the negative-eigenvalue count by at most one

Adding one ultrasoft projector β to a local Hamiltonian, and its augmentation charge to the overlap, changes the number of negative eigenvalues of H − εS by at most one. H is the Hamiltonian, S the overlap and ε any fixed energy. The sign of D − εq fixes the direction: a repulsive coupling can only remove one, an attractive coupling can only add one. Here D is the strength of the nonlocal potential and q the augmentation charge that the smooth orbital lacks.

For a one-electron problem with fixed D and q in a finite basis, and a positive definite overlap, this limits the net number of extra levels, ghosts included, that the nonlocal part can put below ε. The count alone doesn't tell a ghost from a wanted bound state; that takes further information, such as a reference spectrum.

All matrices are real, in an orthonormal basis indexed by `n`; the m projectors are indexed by `κ`.

```lean
import Mathlib

open Matrix

namespace UltrasoftGhostStates

noncomputable section

variable {n κ : Type*} [Fintype n] [DecidableEq n] [Fintype κ]
```

Write N(A) for the number of negative eigenvalues of A, with multiplicity. In Lean it counts negative roots of the characteristic polynomial.

```lean
/-- The number of negative eigenvalues of a real matrix, counted with multiplicity. -/
def negCount (A : Matrix n n ℝ) : ℕ := (A.charpoly.roots.filter (fun t => t < 0)).card
```

The projectors are the columns of B. The local part H_loc includes the kinetic energy, and H = H_loc + B D Bᵀ.

```lean
/-- The ultrasoft Hamiltonian: a local part plus projectors `B` coupled by the matrix `D`. -/
def hamiltonian (Hloc : Matrix n n ℝ) (B : Matrix n κ ℝ) (D : Matrix κ κ ℝ) : Matrix n n ℝ :=
  Hloc + B * D * Bᵀ
```

The overlap is S = 1 + B q Bᵀ.

```lean
/-- The ultrasoft overlap: the identity plus augmentation charges `q` in the projectors `B`. -/
def overlap (B : Matrix n κ ℝ) (q : Matrix κ κ ℝ) : Matrix n n ℝ := 1 + B * q * Bᵀ
```

## (a) Counting by modes

For symmetric A, find a matrix U and numbers a_i with

UᵀU = 1, UᵀAU = diag(a), N(A) = #{i : a_i < 0}.

**Solution.** Take orthonormal eigenvectors as the columns of U. The characteristic polynomial is ∏(t − a_i), so its negative roots are the negative a_i. Lean takes the eigenvectors from Mathlib's spectral theorem.

```lean
/-- A real symmetric matrix is diagonalised by an orthogonal matrix of modes, and `negCount`
is the number of modes with negative eigenvalue. -/
theorem exists_modes {A : Matrix n n ℝ} (hA : A.IsSymm) :
    ∃ (a : n → ℝ) (U : Matrix n n ℝ), Uᵀ * U = 1 ∧ Uᵀ * A * U = diagonal a ∧
      negCount A = Fintype.card {i // a i < 0} := by
  have hH : A.IsHermitian := by
    rw [Matrix.IsHermitian, Matrix.conjTranspose_eq_transpose_of_trivial]
    exact hA
  have h1 : (hH.eigenvectorUnitary : Matrix n n ℝ)ᵀ * (hH.eigenvectorUnitary : Matrix n n ℝ)
      = 1 := by
    have h := Matrix.mem_unitaryGroup_iff'.mp hH.eigenvectorUnitary.2
    rwa [Matrix.star_eq_conjTranspose, Matrix.conjTranspose_eq_transpose_of_trivial] at h
  have h2 : A * (hH.eigenvectorUnitary : Matrix n n ℝ)
      = (hH.eigenvectorUnitary : Matrix n n ℝ) * diagonal hH.eigenvalues := by
    ext i j
    have h := congrFun (hH.mulVec_eigenvectorBasis j) i
    rw [Matrix.mul_diagonal, Matrix.mul_apply]
    simpa [Matrix.mulVec, dotProduct, Matrix.IsHermitian.eigenvectorUnitary_apply, mul_comm]
      using h
  refine ⟨hH.eigenvalues, hH.eigenvectorUnitary, h1, ?_, ?_⟩
  · rw [Matrix.mul_assoc, h2, ← Matrix.mul_assoc, h1, Matrix.one_mul]
  · rw [negCount, hH.roots_charpoly_eq_eigenvalues, Multiset.filter_map, Multiset.card_map,
      Fintype.card_subtype]
    rfl
```

## (b) The expectation value in diagonal coordinates

Let UᵀAU = diag(a), with U not necessarily orthogonal. Show that x = Uy gives

xᵀAx = Σ_i a_i y_i².

**Solution.** xᵀAx = yᵀ(UᵀAU)y = yᵀ diag(a) y. Here and in the docstrings, "expectation value" means xᵀAx, without normalising x.

```lean
/-- In coordinates that diagonalise `A`, its expectation value is a weighted sum of squares. -/
theorem form_diagonal {A U : Matrix n n ℝ} {a : n → ℝ} (h : Uᵀ * A * U = diagonal a)
    (y : n → ℝ) : (U *ᵥ y) ⬝ᵥ (A *ᵥ (U *ᵥ y)) = ∑ i, a i * y i ^ 2 := by
  have e : (U *ᵥ y) ⬝ᵥ (A *ᵥ (U *ᵥ y)) = y ⬝ᵥ ((Uᵀ * A * U) *ᵥ y) := by
    rw [← Matrix.mulVec_mulVec, ← Matrix.mulVec_mulVec, Matrix.dotProduct_mulVec y,
      Matrix.vecMul_transpose]
  rw [e, h]
  simp only [dotProduct, Matrix.mulVec_diagonal]
  exact Finset.sum_congr rfl fun i _ => by ring
```

## (c) Comparing two forms under constraints

Let U, with inverse W, diagonalise A to a in the sense of (b), UᵀAU = diag(a), and let U' diagonalise A' to a' in the same sense. Suppose xᵀAx ≤ xᵀA'x whenever Cx = 0, where C has m rows. Show that

#{i : a'_i < 0} ≤ #{j : a_j < 0} + m.

**Solution.** Suppose not. Put x = U'y, with y_i = 0 wherever a'_i ≥ 0. The remaining components of y outnumber the conditions (Wx)_j = 0 for a_j < 0 together with Cx = 0, so some y ≠ 0 meets them all. By (b),

xᵀA'x = Σ_i a'_i y_i² < 0 ≤ Σ_j a_j (Wx)_j² = xᵀAx,

a contradiction.

Lean turns this into the injectivity of one linear map, `F`, which lists every component required to vanish. Its target is a product of function spaces, whose dimension is a sum of cardinalities. `LinearMap.finrank_le_finrank_of_injective` then gives, with p' and p the two negative counts and n the basis size,

n ≤ (n − p') + p + m,

and `omega` extracts p' ≤ p + m. No subspace intersections are needed.

```lean
/-- If `A` lies below `A'` in expectation value on all states obeying the constraints `C x = 0`,
then `A'` has at most as many negative diagonal weights as `A` plus the number of constraints. -/
theorem card_neg_le {A A' U U' W : Matrix n n ℝ} {a a' : n → ℝ} (hW : U * W = 1)
    (hU : Uᵀ * A * U = diagonal a) (hU' : U'ᵀ * A' * U' = diagonal a') (C : Matrix κ n ℝ)
    (h : ∀ x, C *ᵥ x = 0 → x ⬝ᵥ (A *ᵥ x) ≤ x ⬝ᵥ (A' *ᵥ x)) :
    Fintype.card {i // a' i < 0} ≤ Fintype.card {i // a i < 0} + Fintype.card κ := by
  -- collect the components that must vanish for a state to contradict the ordering
  let F : (n → ℝ) →ₗ[ℝ] ({i // ¬ a' i < 0} → ℝ) × ({i // a i < 0} → ℝ) × (κ → ℝ) :=
    (LinearMap.funLeft ℝ ℝ Subtype.val).prod
      (((LinearMap.funLeft ℝ ℝ Subtype.val).comp (W * U').mulVecLin).prod (C * U').mulVecLin)
  have hF : Function.Injective F := by
    refine (injective_iff_map_eq_zero F).2 fun y hy => ?_
    have h1 : ∀ i, ¬ a' i < 0 → y i = 0 := fun i hi =>
      congrFun (congrArg Prod.fst hy) ⟨i, hi⟩
    have h2 : ∀ j, a j < 0 → ((W * U') *ᵥ y) j = 0 := fun j hj =>
      congrFun (congrArg (fun p => p.2.1) hy) ⟨j, hj⟩
    have h3 : (C * U') *ᵥ y = 0 := congrArg (fun p => p.2.2) hy
    have hx : U *ᵥ ((W * U') *ᵥ y) = U' *ᵥ y := by
      rw [Matrix.mulVec_mulVec, ← Matrix.mul_assoc, hW, Matrix.one_mul]
    have e1 := form_diagonal hU ((W * U') *ᵥ y)
    rw [hx] at e1
    have e2 := form_diagonal hU' y
    have e3 := h (U' *ᵥ y) (by rw [Matrix.mulVec_mulVec]; exact h3)
    have e4 : 0 ≤ ∑ j, a j * ((W * U') *ᵥ y) j ^ 2 := by
      refine Finset.sum_nonneg fun j _ => ?_
      by_cases hj : a j < 0
      · rw [h2 j hj]; norm_num
      · exact mul_nonneg (not_lt.mp hj) (sq_nonneg _)
    by_contra hne
    obtain ⟨i, hi⟩ := Function.ne_iff.mp hne
    have hi0 : y i ≠ 0 := hi
    have hai : a' i < 0 := by
      by_contra hc
      exact hi0 (h1 i hc)
    have e5 : ∑ i, a' i * y i ^ 2 < ∑ _i : n, (0 : ℝ) := by
      refine Finset.sum_lt_sum (fun k _ => ?_) ⟨i, Finset.mem_univ i, ?_⟩
      · by_cases hk : a' k < 0
        · exact mul_nonpos_of_nonpos_of_nonneg hk.le (sq_nonneg _)
        · rw [h1 k hk]; norm_num
      · exact mul_neg_of_neg_of_pos hai (by positivity)
    rw [Finset.sum_const_zero] at e5
    linarith
  -- injectivity bounds the dimension
  have hd := LinearMap.finrank_le_finrank_of_injective hF
  simp only [Module.finrank_prod, Module.finrank_fintype_fun_eq_card] at hd
  have hc : Fintype.card {i // ¬ a' i < 0} = Fintype.card n - Fintype.card {i // a' i < 0} :=
    Fintype.card_subtype_compl _
  have hl : Fintype.card {i // a' i < 0} ≤ Fintype.card n := Fintype.card_subtype_le _
  omega
```

## (d) Levels below ε

Let H and S be symmetric, and let the square matrix Ψ satisfy ΨᵀSΨ = 1 and HΨ = SΨ diag(E). Show that

N(H − εS) = #{i : E_i < ε}.

**Solution.** Multiplying the eigenvalue equation by Ψᵀ gives ΨᵀHΨ = diag(E), hence

Ψᵀ(H − εS)Ψ = diag(E_i − ε).

The modes from (a) diagonalise the same form. Applying (c) in both directions without constraints makes the counts equal.

The assumed complete set forces S to be positive definite. The bounds below don't need this, but without it N(H − εS) can differ from the number of levels below ε.

```lean
/-- For a complete `S`-orthonormal set of solutions of `H ψ = E S ψ`, the number of levels
below `ε` is the number of negative eigenvalues of `H - ε S`. -/
theorem negCount_eq_levels_below {H S Ψ : Matrix n n ℝ} {E : n → ℝ} (hH : H.IsSymm)
    (hS : S.IsSymm) (hΨ : Ψᵀ * S * Ψ = 1) (hE : H * Ψ = S * Ψ * diagonal E) (ε : ℝ) :
    negCount (H - ε • S) = Fintype.card {i // E i < ε} := by
  obtain ⟨a, U, hU, hd, hN⟩ := exists_modes (hH.sub (hS.smul ε))
  have hd' : Ψᵀ * (H - ε • S) * Ψ = diagonal (fun i => E i - ε) := by
    have e : Ψᵀ * H * Ψ = diagonal E := by
      rw [Matrix.mul_assoc, hE, ← Matrix.mul_assoc, ← Matrix.mul_assoc, hΨ, Matrix.one_mul]
    rw [Matrix.mul_sub, Matrix.sub_mul, Matrix.mul_smul, Matrix.smul_mul, e, hΨ]
    ext i j
    by_cases hij : i = j <;> simp [hij]
  have hc : Fintype.card {i // E i - ε < 0} = Fintype.card {i // E i < ε} :=
    Fintype.card_congr (Equiv.subtypeEquivRight fun i => by
      constructor <;> intro h <;> linarith)
  have l1 := card_neg_le (mul_eq_one_comm.mp hU) hd hd' (0 : Matrix (Fin 0) n ℝ)
    fun _ _ => le_rfl
  have l2 := card_neg_le (mul_eq_one_comm.mp hΨ) hd' hd (0 : Matrix (Fin 0) n ℝ)
    fun _ _ => le_rfl
  simp only [Fintype.card_fin] at l1 l2
  omega
```

## (e) A repulsive coupling

Let A and M be symmetric, with M positive semidefinite. Show that

N(A + BMBᵀ) ≤ N(A) ≤ N(A + BMBᵀ) + m.

**Solution.** With c = Bᵀx,

xᵀ(A + BMBᵀ)x = xᵀAx + cᵀMc ≥ xᵀAx.

Part (c) without constraints gives the first inequality. On states with Bᵀx = 0 the two forms agree, so (c) with these m constraints gives the second.

```lean
/-- Adding a positive semidefinite coupling `M` in the projectors `B` never raises the number of
negative eigenvalues, and lowers it by at most the number of projectors. -/
theorem negCount_add_coupling {A : Matrix n n ℝ} {M : Matrix κ κ ℝ} (hA : A.IsSymm)
    (hM : M.IsSymm) (B : Matrix n κ ℝ) (hpos : ∀ c, 0 ≤ c ⬝ᵥ (M *ᵥ c)) :
    negCount (A + B * M * Bᵀ) ≤ negCount A ∧
      negCount A ≤ negCount (A + B * M * Bᵀ) + Fintype.card κ := by
  have hs : (B * M * Bᵀ).IsSymm := by
    rw [Matrix.IsSymm, Matrix.transpose_mul, Matrix.transpose_mul, Matrix.transpose_transpose,
      hM.eq, Matrix.mul_assoc]
  have form : ∀ x, x ⬝ᵥ ((A + B * M * Bᵀ) *ᵥ x)
      = x ⬝ᵥ (A *ᵥ x) + (Bᵀ *ᵥ x) ⬝ᵥ (M *ᵥ (Bᵀ *ᵥ x)) := by
    intro x
    rw [Matrix.add_mulVec, dotProduct_add, ← Matrix.mulVec_mulVec, ← Matrix.mulVec_mulVec,
      Matrix.dotProduct_mulVec x B, ← Matrix.mulVec_transpose]
  obtain ⟨a, U, hU, hd, hN⟩ := exists_modes hA
  obtain ⟨a', U', hU', hd', hN'⟩ := exists_modes (hA.add hs)
  rw [hN, hN']
  constructor
  · have l := card_neg_le (mul_eq_one_comm.mp hU) hd hd' (0 : Matrix (Fin 0) n ℝ)
      fun x _ => by rw [form]; linarith [hpos (Bᵀ *ᵥ x)]
    simpa only [Fintype.card_fin, add_zero] using l
  · -- states orthogonal to every projector do not feel the coupling
    exact card_neg_le (mul_eq_one_comm.mp hU') hd' hd Bᵀ
      fun x hx => by rw [form, hx]; simp
```

## (f) Several projectors

Let H_loc, D and q be symmetric, N = N(H − εS) and N_loc = N(H_loc − ε). Show that

D − εq ≥ 0 ⇒ N ≤ N_loc ≤ N + m,
D − εq ≤ 0 ⇒ N_loc ≤ N ≤ N_loc + m,

where the signs mean semidefiniteness.

**Solution.** Collecting terms,

H − εS = (H_loc − ε) + B(D − εq)Bᵀ.

The first case is (e). For the second, start from H − εS and add the repulsive coupling −(D − εq), which restores H_loc − ε.

```lean
/-- For several projectors with `D - ε q` semidefinite, its sign fixes the direction in which the
negative count of `H - ε S` departs from the local one, by at most one per projector. -/
theorem ghost_count_multichannel {Hloc : Matrix n n ℝ} {D q : Matrix κ κ ℝ}
    (hH : Hloc.IsSymm) (hD : D.IsSymm) (hq : q.IsSymm) (B : Matrix n κ ℝ) (ε : ℝ) :
    ((∀ c, 0 ≤ c ⬝ᵥ ((D - ε • q) *ᵥ c)) →
      negCount (hamiltonian Hloc B D - ε • overlap B q) ≤ negCount (Hloc - ε • 1) ∧
      negCount (Hloc - ε • 1) ≤
        negCount (hamiltonian Hloc B D - ε • overlap B q) + Fintype.card κ) ∧
    ((∀ c, c ⬝ᵥ ((D - ε • q) *ᵥ c) ≤ 0) →
      negCount (Hloc - ε • 1) ≤ negCount (hamiltonian Hloc B D - ε • overlap B q) ∧
      negCount (hamiltonian Hloc B D - ε • overlap B q) ≤
        negCount (Hloc - ε • 1) + Fintype.card κ) := by
  have e : hamiltonian Hloc B D - ε • overlap B q
      = (Hloc - ε • 1) + B * (D - ε • q) * Bᵀ := by
    simp only [hamiltonian, overlap, Matrix.mul_sub, Matrix.sub_mul, Matrix.mul_smul,
      Matrix.smul_mul, smul_add]
    abel
  have hA : (Hloc - ε • (1 : Matrix n n ℝ)).IsSymm := hH.sub (Matrix.isSymm_one.smul ε)
  have hM : (D - ε • q).IsSymm := hD.sub (hq.smul ε)
  have hs : (B * (D - ε • q) * Bᵀ).IsSymm := by
    rw [Matrix.IsSymm, Matrix.transpose_mul, Matrix.transpose_mul, Matrix.transpose_transpose,
      hM.eq, Matrix.mul_assoc]
  rw [e]
  refine ⟨fun h => negCount_add_coupling hA hM B h, fun h => ?_⟩
  -- an attractive coupling is undone by adding the opposite, repulsive one
  have l := negCount_add_coupling (hA.add hs) hM.neg B fun c => by
    rw [Matrix.neg_mulVec, dotProduct_neg]; linarith [h c]
  rwa [Matrix.mul_neg, Matrix.neg_mul, add_neg_cancel_right] at l
```

If D − εq is indefinite, the forms still agree where Bᵀx = 0, and the argument of (c) in both directions gives |N − N_loc| ≤ m; this variant is argued here by hand only.

## (g) One projector

For numbers D and q and a single vector β, show that

D − εq ≥ 0 ⇒ N ≤ N_loc ≤ N + 1,
D − εq ≤ 0 ⇒ N_loc ≤ N ≤ N_loc + 1.

**Solution.** Set m = 1 in (f). The form of the coupling is (D − εq)c², whose sign is that of D − εq. In Lean, β becomes the only column of `B`, and `vecMulVec β β` is ββᵀ.

```lean
/-- One projector `β`: for `D - ε q ≥ 0` the negative count of `H - ε S` is the local one or one
less, and for `D - ε q ≤ 0` it is the local one or one more. -/
theorem ghost_count {Hloc : Matrix n n ℝ} (hH : Hloc.IsSymm) (β : n → ℝ) (D q ε : ℝ) :
    let N := negCount (Hloc + D • vecMulVec β β - ε • (1 + q • vecMulVec β β))
    let Nloc := negCount (Hloc - ε • 1)
    (0 ≤ D - ε * q → N ≤ Nloc ∧ Nloc ≤ N + 1) ∧
      (D - ε * q ≤ 0 → Nloc ≤ N ∧ N ≤ Nloc + 1) := by
  intro N Nloc
  let B : Matrix n Unit ℝ := Matrix.of fun i _ => β i
  have hB : ∀ t : ℝ, B * (t • (1 : Matrix Unit Unit ℝ)) * Bᵀ = t • vecMulVec β β := by
    intro t
    rw [Matrix.mul_smul, Matrix.mul_one, Matrix.smul_mul]
    congr 1
    ext i j
    simp [B, Matrix.mul_apply, Matrix.vecMulVec_apply]
  have hf : ∀ c : Unit → ℝ, c ⬝ᵥ ((D • (1 : Matrix Unit Unit ℝ) - ε • (q • 1)) *ᵥ c)
      = (D - ε * q) * c () ^ 2 := by
    intro c
    have e : D • (1 : Matrix Unit Unit ℝ) - ε • (q • 1) = diagonal fun _ => D - ε * q := by
      ext i j
      simp
    rw [e]
    simp only [dotProduct, Matrix.mulVec_diagonal, Fintype.sum_unique]
    change c () * ((D - ε * q) * c ()) = _
    ring
  have m := ghost_count_multichannel hH (Matrix.isSymm_one.smul D) (Matrix.isSymm_one.smul q) B ε
  simp only [hamiltonian, overlap, hB, Fintype.card_unit] at m
  exact ⟨fun h => m.1 fun c => by rw [hf]; exact mul_nonneg h (sq_nonneg _),
    fun h => m.2 fun c => by rw [hf]; exact mul_nonpos_of_nonpos_of_nonneg h (sq_nonneg _)⟩
```

## (h) A level that drops below ε

Take H_loc = diag(1, 2), β = (1, 0), D = −5, q = 3 and ε = 1/2. Show that

N_loc = 0, N = 1.

**Solution.** The local levels 1 and 2 lie above ε. With the projector, H = diag(−4, 2) and S = diag(4, 1), so the levels are −1 and 2, with S-normalised states (1/2, 0) and (0, 1). One lies below ε, and (d) converts both level counts into N_loc and N. The upper bound for attractive coupling is therefore attained. The projector has moved the local level 1 down to −1; despite the Lean name `ghost_appears`, nothing in this model marks that level as a ghost.

```lean
/-- A two-state model with local levels 1 and 2, `D = -5` and `q = 3`: the negative count at
`ε = 1/2` is zero for the local problem and one for the ultrasoft problem. -/
theorem ghost_appears :
    negCount ((!![1, 0; 0, 2] : Matrix (Fin 2) (Fin 2) ℝ) - (1 / 2 : ℝ) • 1) = 0 ∧
    negCount ((!![1, 0; 0, 2] : Matrix (Fin 2) (Fin 2) ℝ)
      + (-5 : ℝ) • vecMulVec (![1, 0] : Fin 2 → ℝ) (![1, 0] : Fin 2 → ℝ)
      - (1 / 2 : ℝ) • (1 + (3 : ℝ) • vecMulVec (![1, 0] : Fin 2 → ℝ) (![1, 0] : Fin 2 → ℝ)))
      = 1 := by
  have hH : (!![1, 0; 0, 2] : Matrix (Fin 2) (Fin 2) ℝ)
      + (-5 : ℝ) • vecMulVec (![1, 0] : Fin 2 → ℝ) (![1, 0] : Fin 2 → ℝ)
      = (!![-4, 0; 0, 2] : Matrix (Fin 2) (Fin 2) ℝ) := by
    ext i j
    fin_cases i <;> fin_cases j <;> norm_num [Matrix.vecMulVec_apply]
  have hS : (1 : Matrix (Fin 2) (Fin 2) ℝ)
      + (3 : ℝ) • vecMulVec (![1, 0] : Fin 2 → ℝ) (![1, 0] : Fin 2 → ℝ)
      = (!![4, 0; 0, 1] : Matrix (Fin 2) (Fin 2) ℝ) := by
    ext i j
    fin_cases i <;> fin_cases j <;> norm_num [Matrix.vecMulVec_apply]
  have sym : ∀ a b : ℝ, (!![a, 0; 0, b]).IsSymm := by
    intro a b
    rw [Matrix.IsSymm]
    ext i j
    fin_cases i <;> fin_cases j <;> simp
  constructor
  · rw [negCount_eq_levels_below (Ψ := 1) (E := ![1, 2]) (sym 1 2) Matrix.isSymm_one (by simp)
      (by ext i j; fin_cases i <;> fin_cases j <;> simp),
      Fintype.card_subtype, Finset.card_filter, Fin.sum_univ_two]
    norm_num
  · rw [hH, hS, negCount_eq_levels_below (Ψ := !![1 / 2, 0; 0, 1]) (E := ![-1, 2])
      (sym (-4) 2) (sym 4 1)
      (by ext i j; fin_cases i <;> fin_cases j <;>
            norm_num [Matrix.mul_apply, Fin.sum_univ_two])
      (by ext i j; fin_cases i <;> fin_cases j <;>
            norm_num [Matrix.mul_apply, Fin.sum_univ_two, Matrix.diagonal_apply]),
      Fintype.card_subtype, Finset.card_filter, Fin.sum_univ_two]
    norm_num

end

end UltrasoftGhostStates
```

```lean
#print axioms UltrasoftGhostStates.ghost_count_multichannel
#print axioms UltrasoftGhostStates.ghost_count
#print axioms UltrasoftGhostStates.ghost_appears
```

```
'UltrasoftGhostStates.ghost_count_multichannel' depends on axioms: [propext, Classical.choice, Quot.sound]
'UltrasoftGhostStates.ghost_count' depends on axioms: [propext, Classical.choice, Quot.sound]
'UltrasoftGhostStates.ghost_appears' depends on axioms: [propext, Classical.choice, Quot.sound]
```
